# The closed-form Dirac 1s shielding factor for a point nucleus rises from one to infinity as Zα approaches √3/2

The shielding factor is taken here as an explicit function of one real number, the coupling strength z = Zα of a hydrogen-like ion, where Z is the nuclear charge number and α is the fine-structure constant. Its closed form is assumed and not derived from the Dirac equation. It stands for the nuclear magnetic shielding of the 1s state, divided by its nonrelativistic value α²Z/3, for one electron in the field of a point nucleus. With the Dirac exponent

γ = √(1 − z²),

which governs the behaviour of the 1s wavefunction near the nucleus, the factor is

S = −(4/3) (1/3 − 1/(6(1+γ)) + 2/γ − 3/(2γ−1)).

For 0 < z < √3/2, S exceeds 1 and increases strictly with z. It tends to +∞ as z rises to √3/2, and (S − 1)/z² tends to 97/36 as z falls to 0. For this one-electron, point-nucleus model, the results give limits and a lower bound against which a four-component shielding code can be compared.

## Factoring z² out of the enhancement

If 0 ≤ z < √3/2, then z² < 3/4, so 1 − z² > 1/4 and γ > 1/2. All denominators in S are then positive. Multiplying out and subtracting 1 gives

S − 1 = −13/9 + 2/(9(1+γ)) − 8/(3γ) + 4/(2γ−1).

Split −13/9 into −1/9 and −4/3. The first part combines with the second term:

2/(9(1+γ)) − 1/9 = (1−γ)/(9(1+γ)) = (1−γ²)/(9(1+γ)²).

The rest, over a common denominator, is

−4/3 − 8/(3γ) + 4/(2γ−1)
= [−4γ(2γ−1) − 8(2γ−1) + 12γ] / (3γ(2γ−1))
= 8(1−γ²)/(3γ(2γ−1)).

Since 1 − γ² = z², the sum is

S = 1 + z² C(γ), with C(γ) = 1/(9(1+γ)²) + 8/(3γ(2γ−1)).

For γ > 1/2, C is positive. It also decreases strictly, because (1+γ)² and γ(2γ−1) are positive and increasing. As z grows, γ falls and C(γ) rises. Both z² and C(γ) therefore increase, and so does S.

At γ = 1,

C(1) = 1/36 + 8/3 = 97/36.

For z > 0 we have γ < 1, hence C(γ) > 97/36 and

S > 1 + (97/36) z² > 1.

As z → 0, γ → 1, and continuity of C gives (S − 1)/z² = C(γ) → 97/36.

At the other end, multiply S by its singular denominator:

(2γ−1) S = −(4/3) [(2γ−1)(1/3 − 1/(6(1+γ)) + 2/γ) − 3].

As z → √3/2 from below, γ → 1/2 and the right-hand side tends to 4. Dividing by 2γ − 1, which tends to 0 through positive values, gives S → +∞.

The upper bound on z matters. At z = √15/4, which is above √3/2, γ = 1/4 and the formula gives

S = −(4/3)(1/3 − 2/15 + 8 + 6) = −284/15,

so S > 1 fails. The bound marks where the shielding in the point-nucleus model stops being finite, although the 1s state itself exists up to z = 1: the radial integral behind the shielding behaves near the origin like ∫ r^(2γ−2) dr, which converges only for γ > 1/2.

## The shielding factor as a real function

The development works over the real numbers.

```lean
import Mathlib

open Filter Topology Set

namespace DiracShielding

noncomputable section
```

The exponent γ is `diracGamma z`.

```lean
/-- The Dirac exponent `γ = √(1 - z²)` of the 1s state at coupling strength `z = Zα`. -/
def diracGamma (z : ℝ) : ℝ := √(1 - z ^ 2)
```

The ratio S is `shieldingFactor z`. Lean assigns it a value even where a denominator vanishes, but the theorems use only couplings below √3/2, and the limit there is taken from the left without the endpoint.

```lean
/-- The closed form of the Dirac 1s nuclear magnetic shielding, relative to its
nonrelativistic value, as a function of the coupling strength `z = Zα`. -/
def shieldingFactor (z : ℝ) : ℝ :=
  -(4 / 3) * (1 / 3 - 1 / (6 * (1 + diracGamma z)) + 2 / diracGamma z
    - 3 / (2 * diracGamma z - 1))
```

The coefficient C is `enhancement`, a function of the exponent and not of the coupling.

```lean
/-- The coefficient of `z²` in the relativistic enhancement, as a function of the
Dirac exponent `g`. -/
def enhancement (g : ℝ) : ℝ :=
  1 / (9 * (1 + g) ^ 2) + 8 / (3 * (g * (2 * g - 1)))
```

## Bounds on the exponent and the exact identity

The first two lemmas turn z < √3/2 into z² < 3/4 and then into γ > 1/2. They allow z = 0.

```lean
/-- For `0 ≤ z < √3/2`, the square of the coupling is below `3/4`. -/
theorem sq_lt_of_subcritical {z : ℝ} (h0 : 0 ≤ z) (h : z < √3 / 2) : z ^ 2 < 3 / 4 := by
  have h3 : √3 ^ 2 = (3 : ℝ) := Real.sq_sqrt (by norm_num)
  have hs : 0 ≤ √(3 : ℝ) := Real.sqrt_nonneg 3
  nlinarith

/-- For `0 ≤ z < √3/2`, the Dirac exponent exceeds `1/2`. -/
theorem half_lt_diracGamma {z : ℝ} (h0 : 0 ≤ z) (h : z < √3 / 2) :
    1 / 2 < diracGamma z := by
  have h2 := sq_lt_of_subcritical h0 h
  exact Real.lt_sqrt_of_sq_lt (by linarith)
```

On the interval `Ico 0 (√3 / 2)`, which includes 0 and excludes √3/2, a larger z leaves a smaller number under the square root.

```lean
/-- The Dirac exponent decreases strictly with the coupling strength on `0 ≤ z < √3/2`. -/
theorem diracGamma_strictAnti : StrictAntiOn diracGamma (Ico 0 (√3 / 2)) := by
  intro x hx y hy hxy
  have h2 := sq_lt_of_subcritical hy.1 hy.2
  have hx0 : 0 ≤ x := hx.1
  exact Real.sqrt_lt_sqrt (by linarith) (by nlinarith)
```

The identity S = 1 + z² C(γ) comes next. The proof replaces z² by 1 − γ² and then treats γ as a free variable `g` above 1/2. With the denominators known to be nonzero, `field_simp` clears them and `ring` checks the polynomial identity, in place of the split made by hand.

```lean
/-- For `0 ≤ z < √3/2`, the shielding factor is exactly one plus `z²` times the enhancement
coefficient. -/
theorem shieldingFactor_eq {z : ℝ} (h0 : 0 ≤ z) (h : z < √3 / 2) :
    shieldingFactor z = 1 + z ^ 2 * enhancement (diracGamma z) := by
  have hg := half_lt_diracGamma h0 h
  have h2 := sq_lt_of_subcritical h0 h
  have hsq : diracGamma z ^ 2 = 1 - z ^ 2 := Real.sq_sqrt (by linarith)
  -- trade the coupling for the Dirac exponent
  have hz : z ^ 2 = 1 - diracGamma z ^ 2 := by linarith
  rw [hz]
  unfold shieldingFactor enhancement
  generalize diracGamma z = g at hg
  have h1 : g ≠ 0 := by linarith
  have h3 : 1 + g ≠ 0 := by linarith
  have h4 : 2 * g - 1 ≠ 0 := by linarith
  -- name the singular denominator while clearing fractions
  obtain ⟨d, hd⟩ : ∃ d : ℝ, d = 2 * g - 1 := ⟨_, rfl⟩
  rw [← hd] at h4 ⊢
  field_simp
  subst hd
  ring
```

## Monotonicity and the second-order lower bound

For `a < b`, both above 1/2, the proof compares the two terms of C separately. The step `hd` concerns the factored difference

b(2b−1) − a(2a−1) = (b−a)(2(a+b)−1),

which is positive.

```lean
/-- The enhancement coefficient decreases strictly with the Dirac exponent above `1/2`. -/
theorem enhancement_strictAnti : StrictAntiOn enhancement (Ioi (1 / 2)) := by
  intro a ha b _ hab
  have ha' : 1 / 2 < a := ha
  have ha0 : 0 < a := by linarith
  have hp : 0 < a * (2 * a - 1) := mul_pos ha0 (by linarith)
  have hd : 0 < (b - a) * (2 * (a + b) - 1) := mul_pos (by linarith) (by linarith)
  have h1 : 1 / (9 * (1 + b) ^ 2) < 1 / (9 * (1 + a) ^ 2) :=
    one_div_lt_one_div_of_lt (by positivity) (by nlinarith)
  have h2 : 8 / (3 * (b * (2 * b - 1))) < 8 / (3 * (a * (2 * a - 1))) :=
    div_lt_div_of_pos_left (by norm_num) (by linarith) (by nlinarith)
  unfold enhancement
  linarith
```

Comparing C(γ) with C(1) = 97/36 and multiplying by z² > 0 gives the lower bound.

```lean
/-- The shielding factor exceeds its second-order expansion `1 + (97/36) z²` for `0 < z < √3/2`. -/
theorem second_order_lt_shieldingFactor {z : ℝ} (h0 : 0 < z) (h : z < √3 / 2) :
    1 + 97 / 36 * z ^ 2 < shieldingFactor z := by
  have hg := half_lt_diracGamma h0.le h
  have hone : diracGamma 0 = 1 := by simp [diracGamma]
  have hlt : diracGamma z < 1 := by
    rw [← hone]
    exact diracGamma_strictAnti ⟨le_refl 0, h0.trans h⟩ ⟨h0.le, h⟩ h0
  have hC : enhancement 1 < enhancement (diracGamma z) :=
    enhancement_strictAnti hg (show (1 / 2 : ℝ) < 1 by norm_num) hlt
  have h1 : enhancement 1 = 97 / 36 := by norm_num [enhancement]
  rw [h1] at hC
  rw [shieldingFactor_eq h0.le h]
  have hz : 0 < z ^ 2 := by positivity
  nlinarith [mul_lt_mul_of_pos_left hC hz]
```

## The strength of the singularity

The notation `𝓝[<] (√3 / 2)` means that z approaches √3/2 from below. The proof shows that γ tends to 1/2 and that the regular expression for (2γ−1)S is continuous there, with value 4. The final steps check that this expression equals the product for z between 0 and √3/2, which is enough for the limit.

```lean
/-- As the coupling rises to `√3/2`, the product `(2γ - 1) S` tends to `4`. -/
theorem pole_strength :
    Tendsto (fun z => (2 * diracGamma z - 1) * shieldingFactor z)
      (𝓝[<] (√3 / 2)) (𝓝 4) := by
  have hcrit : diracGamma (√3 / 2) = 1 / 2 := by
    have h3 : √3 ^ 2 = (3 : ℝ) := Real.sq_sqrt (by norm_num)
    have h4 : 1 - (√3 / 2) ^ 2 = ((1 / 2) ^ 2 : ℝ) := by linarith [div_pow (√3) 2 2]
    rw [diracGamma, h4, Real.sqrt_sq (by norm_num)]
  have hcont : Continuous diracGamma := by
    unfold diracGamma
    fun_prop
  have hg : Tendsto diracGamma (𝓝[<] (√3 / 2)) (𝓝 (1 / 2)) := by
    rw [← hcrit]
    exact hcont.continuousAt.tendsto.mono_left nhdsWithin_le_nhds
  -- the product is a regular function of the Dirac exponent
  have hF : ContinuousAt (fun g : ℝ =>
      -(4 / 3) * ((2 * g - 1) * (1 / 3 - 1 / (6 * (1 + g)) + 2 / g) - 3)) (1 / 2) := by
    fun_prop (disch := norm_num)
  have hlim := hF.tendsto.comp hg
  have hval : -(4 / 3) * ((2 * (1 / 2) - 1) *
      (1 / 3 - 1 / (6 * (1 + 1 / 2)) + 2 / (1 / 2)) - 3) = (4 : ℝ) := by norm_num
  rw [hval] at hlim
  refine hlim.congr' ?_
  have hpos : (0 : ℝ) < √3 / 2 := by positivity
  filter_upwards [Ioo_mem_nhdsLT hpos] with z hz
  have h1 := half_lt_diracGamma hz.1.le hz.2
  have h4 : 2 * diracGamma z - 1 ≠ 0 := by linarith
  have h5 : (2 * diracGamma z - 1) * (3 / (2 * diracGamma z - 1)) = 3 :=
    mul_div_cancel₀ 3 h4
  simp only [Function.comp_apply, shieldingFactor]
  linear_combination (-(4 / 3)) * h5
```

## The four properties together

The main theorem is a conjunction of four statements: S > 1, strict increase on the open interval, divergence to `atTop` (that is, +∞), and the weak-coupling limit as z falls to 0.

The first follows from the second-order bound. For the second, `mul_lt_mul''` multiplies the inequalities for z² and C(γ). The third multiplies the limit 4 by (2γ−1)⁻¹, which tends to +∞ because 2γ − 1 tends to 0 from above. The fourth rewrites the quotient as C(γ) and uses continuity of C at γ = 1.

```lean
/-- The Dirac 1s shielding factor exceeds one and increases strictly for `0 < z < √3/2`,
diverges as `z` rises to `√3/2`, and has `(S - 1)/z² → 97/36` as `z` falls to zero. -/
theorem dirac_1s_shielding :
    (∀ z ∈ Ioo 0 (√3 / 2), 1 < shieldingFactor z) ∧
    StrictMonoOn shieldingFactor (Ioo 0 (√3 / 2)) ∧
    Tendsto shieldingFactor (𝓝[<] (√3 / 2)) atTop ∧
    Tendsto (fun z => (shieldingFactor z - 1) / z ^ 2) (𝓝[>] 0) (𝓝 (97 / 36)) := by
  have hpos : (0 : ℝ) < √3 / 2 := by positivity
  have hcont : Continuous diracGamma := by
    unfold diracGamma
    fun_prop
  refine ⟨?_, ?_, ?_, ?_⟩
  · intro z hz
    have h := second_order_lt_shieldingFactor hz.1 hz.2
    nlinarith [sq_nonneg z]
  · -- both factors of the enhancement grow with the coupling
    intro x hx y hy hxy
    have hx0 : 0 < x := hx.1
    have hgx := half_lt_diracGamma hx.1.le hx.2
    have hgy := half_lt_diracGamma hy.1.le hy.2
    have hC := enhancement_strictAnti hgy hgx
      (diracGamma_strictAnti ⟨hx.1.le, hx.2⟩ ⟨hy.1.le, hy.2⟩ hxy)
    have hCx : 0 ≤ enhancement (diracGamma x) := by
      have hp : 0 < diracGamma x * (2 * diracGamma x - 1) :=
        mul_pos (by linarith) (by linarith)
      unfold enhancement
      positivity
    have hsq : x ^ 2 < y ^ 2 := by nlinarith
    rw [shieldingFactor_eq hx.1.le hx.2, shieldingFactor_eq hy.1.le hy.2]
    linarith [mul_lt_mul'' hsq hC (sq_nonneg x) hCx]
  · -- divide the finite pole strength by `2γ - 1`, which tends to zero from above
    have hev : ∀ᶠ z in 𝓝[<] (√3 / 2), 0 < 2 * diracGamma z - 1 := by
      filter_upwards [Ioo_mem_nhdsLT hpos] with z hz
      linarith [half_lt_diracGamma hz.1.le hz.2]
    have hzero : Tendsto (fun z => 2 * diracGamma z - 1) (𝓝[<] (√3 / 2)) (𝓝 0) := by
      have h3 : √3 ^ 2 = (3 : ℝ) := Real.sq_sqrt (by norm_num)
      have h4 : 1 - (√3 / 2) ^ 2 = ((1 / 2) ^ 2 : ℝ) := by linarith [div_pow (√3) 2 2]
      have hc : 2 * diracGamma (√3 / 2) - 1 = 0 := by
        rw [diracGamma, h4, Real.sqrt_sq (by norm_num)]
        norm_num
      have hk : Continuous (fun z => 2 * diracGamma z - 1) := by fun_prop
      rw [← hc]
      exact hk.continuousAt.tendsto.mono_left nhdsWithin_le_nhds
    have hinv : Tendsto (fun z => (2 * diracGamma z - 1)⁻¹) (𝓝[<] (√3 / 2)) atTop :=
      tendsto_inv_nhdsGT_zero.comp (tendsto_nhdsWithin_iff.mpr ⟨hzero, hev⟩)
    refine (pole_strength.pos_mul_atTop (by norm_num) hinv).congr' ?_
    filter_upwards [hev] with z hz
    have hne := hz.ne'
    rw [mul_right_comm, mul_inv_cancel₀ hne, one_mul]
  · -- the quotient is the enhancement coefficient, continuous at `γ = 1`
    have hone : diracGamma 0 = 1 := by simp [diracGamma]
    have hg : Tendsto diracGamma (𝓝[>] 0) (𝓝 1) := by
      rw [← hone]
      exact hcont.continuousAt.tendsto.mono_left nhdsWithin_le_nhds
    have hF : ContinuousAt enhancement 1 := by
      unfold enhancement
      fun_prop (disch := norm_num)
    have h1 : enhancement 1 = 97 / 36 := by norm_num [enhancement]
    have hlim := hF.tendsto.comp hg
    rw [h1] at hlim
    refine hlim.congr' ?_
    filter_upwards [Ioo_mem_nhdsGT hpos] with z hz
    have hz0 : z ^ 2 ≠ 0 := pow_ne_zero 2 hz.1.ne'
    rw [shieldingFactor_eq hz.1.le hz.2, add_sub_cancel_left, mul_div_cancel_left₀ _ hz0]
    rfl

end

end DiracShielding
```

```lean
#print axioms DiracShielding.dirac_1s_shielding
```

```
'DiracShielding.dirac_1s_shielding' depends on axioms: [propext, Classical.choice, Quot.sound]
```
